# A unit quaternion's standard 3×3 matrix is a proper rotation

A quaternion with four real components gives a real 3×3 matrix whose entries are quadratic in those components. The theorem `isRotation_rotMat` states that if the squares of the components sum to one, this matrix is a proper rotation of space: its transpose times itself is the identity, and its determinant is one. The attempt checks the first condition entry by entry, expanding each of the nine entries with `simp` and then offering two ways to finish, `ring` for plain polynomial identities and `linear_combination` for those that need the unit-norm hypothesis `h`. The determinant is expanded and treated with `linear_combination` as well.

In Lean, a first try:

```lean
import Mathlib

open Matrix Quaternion

namespace QuaternionFromRotation

noncomputable section

/-- A proper rotation of space: a real orthogonal 3×3 matrix of determinant one. -/
def IsRotation (R : Matrix (Fin 3) (Fin 3) ℝ) : Prop :=
  Rᵀ * R = 1 ∧ R.det = 1

/-- The standard rotation matrix of a quaternion, quadratic in its four components. -/
def rotMat (q : ℍ[ℝ]) : Matrix (Fin 3) (Fin 3) ℝ :=
  !![q.re ^ 2 + q.imI ^ 2 - q.imJ ^ 2 - q.imK ^ 2,
      2 * (q.imI * q.imJ - q.re * q.imK), 2 * (q.imI * q.imK + q.re * q.imJ);
    2 * (q.imI * q.imJ + q.re * q.imK),
      q.re ^ 2 - q.imI ^ 2 + q.imJ ^ 2 - q.imK ^ 2, 2 * (q.imJ * q.imK - q.re * q.imI);
    2 * (q.imI * q.imK - q.re * q.imJ), 2 * (q.imJ * q.imK + q.re * q.imI),
      q.re ^ 2 - q.imI ^ 2 - q.imJ ^ 2 + q.imK ^ 2]

/-- The standard matrix of a unit quaternion is a proper rotation. -/
theorem isRotation_rotMat (q : ℍ[ℝ]) (h : normSq q = 1) : IsRotation (rotMat q) := by
  rw [Quaternion.normSq_def'] at h
  constructor
  · ext i j
    fin_cases i <;> fin_cases j <;>
      simp [rotMat, Matrix.mul_apply, Fin.sum_univ_three] <;>
      first
        | ring
        | linear_combination (q.re ^ 2 + q.imI ^ 2 + q.imJ ^ 2 + q.imK ^ 2 + 1) * h
  · rw [Matrix.det_fin_three]
    simp [rotMat]
    linear_combination ((q.re ^ 2 + q.imI ^ 2 + q.imJ ^ 2 + q.imK ^ 2) ^ 2
      + (q.re ^ 2 + q.imI ^ 2 + q.imJ ^ 2 + q.imK ^ 2) + 1) * h

end

end QuaternionFromRotation
```

Lean reports:

```
Try this:
  [apply] ring_nf
  
  The `ring` tactic failed to close the goal. Use `ring_nf` to obtain a normal form.
    
  Note that `ring` works primarily in *commutative* rings. If you have a noncommutative ring, abelian group or module, consider using `noncomm_ring`, `abel` or `module` instead.
Try this:
  [apply] ring_nf
  
  The `ring` tactic failed to close the goal. Use `ring_nf` to obtain a normal form.
    
  Note that `ring` works primarily in *commutative* rings. If you have a noncommutative ring, abelian group or module, consider using `noncomm_ring`, `abel` or `module` instead.
Try this:
  [apply] ring_nf
  
  The `ring` tactic failed to close the goal. Use `ring_nf` to obtain a normal form.
    
  Note that `ring` works primarily in *commutative* rings. If you have a noncommutative ring, abelian group or module, consider using `noncomm_ring`, `abel` or `module` instead.
Main.lean:26:2: error: unsolved goals
case left.«0».«0»
q : ℍ
h : q.re ^ 2 + q.imI ^ 2 + q.imJ ^ 2 + q.imK ^ 2 = 1
⊢ q.re ^ 2 * q.imI ^ 2 * 2 + q.re ^ 2 * q.imJ ^ 2 * 2 + q.re ^ 2 * q.imK ^ 2 * 2 + q.re ^ 4 +
                q.imI ^ 2 * q.imJ ^ 2 * 2 +
              q.imI ^ 2 * q.imK ^ 2 * 2 +
            q.imI ^ 4 +
          q.imJ ^ 2 * q.imK ^ 2 * 2 +
        q.imJ ^ 4 +
      q.imK ^ 4 =
    1

case left.«1».«1»
q : ℍ
h : q.re ^ 2 + q.imI ^ 2 + q.imJ ^ 2 + q.imK ^ 2 = 1
⊢ q.imI ^ 2 * q.imJ ^ 2 * 2 + q.imI ^ 2 * q.re ^ 2 * 2 + q.imI ^ 2 * q.imK ^ 2 * 2 + q.imI ^ 4 +
                q.imJ ^ 2 * q.re ^ 2 * 2 +
              q.imJ ^ 2 * q.imK ^ 2 * 2 +
            q.imJ ^ 4 +
          q.re ^ 2 * q.imK ^ 2 * 2 +
        q.re ^ 4 +
      q.imK ^ 4 =
    1

case left.«2».«2»
q : ℍ
h : q.re ^ 2 + q.imI ^ 2 + q.imJ ^ 2 + q.imK ^ 2 = 1
⊢ q.imI ^ 2 * q.imK ^ 2 * 2 + q.imI ^ 2 * q.re ^ 2 * 2 + q.imI ^ 2 * q.imJ ^ 2 * 2 + q.imI ^ 4 +
                q.imK ^ 2 * q.re ^ 2 * 2 +
              q.imK ^ 2 * q.imJ ^ 2 * 2 +
            q.imK ^ 4 +
          q.re ^ 2 * q.imJ ^ 2 * 2 +
        q.re ^ 4 +
      q.imJ ^ 4 =
    1
```

The three goals left over are the diagonal entries of `Rᵀ * R = 1`. Each says that the square of the sum of the four squared components, written out, equals 1. That is true only by `h`, which `ring` does not use.

The second alternative, `linear_combination`, was meant for these goals but never ran. When `ring` cannot close a goal, it falls back to `ring_nf`, which rewrites the goal into a normal form. Here that rewriting succeeded, so `first` counted `ring` as a success and stopped there, with the goal still open. The three "Try this" messages report this fallback, and the error shows the rewritten goals.

The diff replaces `ring` with `ring1`, which either closes the goal or fails. On the diagonal entries it fails, so `first` goes on to `linear_combination`, whose multiple of `h` proves them. The off-diagonal entries are identities that need no hypothesis, and `ring1` can still close any that `simp` leaves.

The change, after which it compiles:

```diff
@@ -28,5 +28,5 @@
       simp [rotMat, Matrix.mul_apply, Fin.sum_univ_three] <;>
       first
-        | ring
+        | ring1
         | linear_combination (q.re ^ 2 + q.imI ^ 2 + q.imJ ^ 2 + q.imK ^ 2 + 1) * h
   · rw [Matrix.det_fin_three]
```
